# Electron number and band energy from the Chebyshev moments of a Hermitian matrix

## The matrix, its moments and the Fermi function

H is a one-electron Hamiltonian, written as a complex matrix in a finite orthonormal basis, with eigenvalues E_a. The Chebyshev polynomials T_n are fixed by

T_0(x) = 1, T_1(x) = x, T_(n+1)(x) = 2x T_n(x) − T_(n−1)(x).

Each eigenvalue counts as one state, so spin degeneracy would add a factor of 2 to the electron number and the band energy.

```lean
import Mathlib

open Polynomial

namespace ChebyshevMoments

noncomputable section

variable {ι : Type*} [Fintype ι] [DecidableEq ι]
```

The type `ι` labels the basis functions. It is finite and otherwise arbitrary, and `Fintype.card ι` is the dimension of the matrix.

```lean
/-- The `n`-th Chebyshev moment of a matrix `H`: the real part of `Tr T_n(H)`. -/
def moment (H : Matrix ι ι ℂ) (n : ℕ) : ℝ :=
  (aeval H (Polynomial.Chebyshev.T ℝ (n : ℤ))).trace.re
```

This defines the moment

m_n = Re Tr T_n(H).

The expression `aeval H p` means p(H), the polynomial p with the matrix H put in for its variable. Mathlib's Chebyshev polynomials take an integer index, hence `(n : ℤ)`. Taking the real part makes the moment a real number for any matrix; for Hermitian H the trace is already real, as shown below.

```lean
/-- The truncated Chebyshev expansion `∑ c_n T_n` over `n < N`, with real coefficients. -/
def chebSum (N : ℕ) (c : ℕ → ℝ) : ℝ[X] :=
  ∑ n ∈ Finset.range N, C (c n) * Polynomial.Chebyshev.T ℝ (n : ℤ)
```

This is the truncated expansion, with N terms and real coefficients c_n:

p(x) = Σ_(n<N) c_n T_n(x).

The type `ℝ[X]` is that of real polynomials, and `C (c n)` is the number c_n read as a constant polynomial.

```lean
/-- The Fermi function at inverse temperature `β` and chemical potential `μ`. -/
def fermi (β μ x : ℝ) : ℝ := 1 / (1 + Real.exp (β * (x - μ)))
```

This is the Fermi function

f(x) = 1 / (1 + exp(β(x − μ))),

with chemical potential μ and inverse temperature β = 1/(k_B T), where T is the temperature and k_B the Boltzmann constant. μ is in the energy units of H, and β in the inverse of those units. If H has been shifted and rescaled, β and μ must be converted too.

## Traces as sums over eigenvalues

```lean
/-- For a Hermitian matrix `H` and a real polynomial `p`, the trace of `p(H)` is the real number
`∑ p(E_a)`, summed over the eigenvalues of `H`. -/
theorem trace_aeval {H : Matrix ι ι ℂ} (hH : H.IsHermitian) (p : ℝ[X]) :
    (aeval H p).trace = ((∑ a, p.eval (hH.eigenvalues a) : ℝ) : ℂ) := by
  -- the eigenvectors form a unitary matrix that diagonalises `H`
  obtain ⟨U, hU, hU', hHU⟩ : ∃ U : Matrix ι ι ℂ, U * star U = 1 ∧ star U * U = 1 ∧
      H * U = U * Matrix.diagonal (fun a => (hH.eigenvalues a : ℂ)) := by
    refine ⟨hH.eigenvectorUnitary, Matrix.mem_unitaryGroup_iff.mp hH.eigenvectorUnitary.2,
      Matrix.mem_unitaryGroup_iff'.mp hH.eigenvectorUnitary.2, ?_⟩
    ext i j
    have h := congrFun (hH.mulVec_eigenvectorBasis j) i
    rw [Matrix.mul_diagonal, Matrix.mul_apply]
    simp only [Matrix.IsHermitian.eigenvectorUnitary_apply]
    simp only [Matrix.mulVec, dotProduct, Pi.smul_apply, Complex.real_smul] at h
    exact h.trans (mul_comm _ _)
  -- the same unitary diagonalises every polynomial in `H`
  have hp : aeval H p * U =
      U * Matrix.diagonal (fun a => ((p.eval (hH.eigenvalues a) : ℝ) : ℂ)) := by
    induction p using Polynomial.induction_on' with
    | add p q hp hq =>
      rw [map_add, add_mul, hp, hq]
      ext i j
      simp only [Matrix.add_apply, Matrix.mul_diagonal, eval_add, Complex.ofReal_add]
      ring
    | monomial n r =>
      have hs : SemiconjBy U (Matrix.diagonal (fun a => (hH.eigenvalues a : ℂ))) H := hHU.symm
      have hn := (hs.pow_right n).eq
      rw [aeval_monomial, ← Algebra.smul_def, smul_mul_assoc, ← hn, Matrix.diagonal_pow]
      ext i j
      simp only [Matrix.smul_apply, Matrix.mul_diagonal, Pi.pow_apply, Complex.real_smul,
        eval_monomial, Complex.ofReal_mul, Complex.ofReal_pow]
      ring
  calc (aeval H p).trace = (aeval H p * U * star U).trace := by
        rw [mul_assoc, hU, mul_one]
    _ = (star U * U *
          Matrix.diagonal (fun a => ((p.eval (hH.eigenvalues a) : ℝ) : ℂ))).trace := by
        rw [hp, Matrix.trace_mul_comm, ← mul_assoc]
    _ = _ := by
        rw [hU', one_mul, Matrix.trace_diagonal, Complex.ofReal_sum]
```

The hypothesis `hH : H.IsHermitian` says that H is Hermitian, and `hH.eigenvalues a` is E_a. The theorem states, for every real polynomial p,

Tr p(H) = Σ_a p(E_a).

By hand, let U be the unitary matrix whose columns are the eigenvectors, and D the diagonal matrix of the E_a. Then HU = UD. Applying H repeatedly gives HⁿU = UDⁿ, and taking linear combinations gives p(H)U = U p(D). Since UU† = U†U = 1 and the trace is cyclic,

Tr p(H) = Tr(p(H) U U†) = Tr(U p(D) U†) = Tr(U†U p(D)) = Σ_a p(E_a).

The Lean proof takes the same path. The `obtain` block supplies U and checks HU = UD entry by entry. The `induction` builds p from monomials and sums; `SemiconjBy` carries the relation from H to its powers. The final `calc` is the chain of traces above.

```lean
/-- The moments of a Hermitian matrix are the sums of `T_n` over its eigenvalues. -/
theorem moment_eq_sum {H : Matrix ι ι ℂ} (hH : H.IsHermitian) (n : ℕ) :
    moment H n = ∑ a, (Polynomial.Chebyshev.T ℝ (n : ℤ)).eval (hH.eigenvalues a) := by
  rw [moment, trace_aeval hH, Complex.ofReal_re]
```

Choosing p = T_n gives

m_n = Σ_a T_n(E_a).

```lean
/-- Chebyshev polynomials depend only on the absolute value of their index. -/
theorem T_index_abs (k : ℤ) :
    Polynomial.Chebyshev.T ℝ (k.natAbs : ℤ) = Polynomial.Chebyshev.T ℝ k := by
  rw [Int.natCast_natAbs]
  rcases abs_choice k with h | h
  · rw [h]
  · rw [h, Polynomial.Chebyshev.T_neg]
```

Here `k.natAbs` is |k| as a natural number, and the lemma says T_|k| = T_k. Either |k| = k, or |k| = −k and the symmetry T_(−k) = T_k applies. This lets an index such as n − 1, which is −1 at n = 0, refer to a stored moment.

## Electron number and band energy

```lean
/-- Electron number from moments: for Hermitian `H` and `p = ∑ c_n T_n`, the occupations
`p(E_a)` add up to `∑ c_n m_n`. -/
theorem electron_number {H : Matrix ι ι ℂ} (hH : H.IsHermitian) (N : ℕ) (c : ℕ → ℝ) :
    ∑ a, (chebSum N c).eval (hH.eigenvalues a) =
      ∑ n ∈ Finset.range N, c n * moment H n := by
  simp only [moment_eq_sum hH, chebSum, Polynomial.eval_finsetSum, eval_mul, eval_C, Finset.mul_sum]
  exact Finset.sum_comm
```

With occupations p(E_a), the electron number is

Σ_a p(E_a) = Σ_a Σ_(n<N) c_n T_n(E_a) = Σ_(n<N) c_n Σ_a T_n(E_a) = Σ_(n<N) c_n m_n.

The `simp only` line writes out both sides as double sums, and `Finset.sum_comm` exchanges the order of summation.

```lean
/-- Band energy from moments: for Hermitian `H` and `p = ∑ c_n T_n`, the sum of `E_a p(E_a)`
is `∑ c_n (m_(n+1) + m_|n-1|) / 2`. -/
theorem band_energy {H : Matrix ι ι ℂ} (hH : H.IsHermitian) (N : ℕ) (c : ℕ → ℝ) :
    ∑ a, hH.eigenvalues a * (chebSum N c).eval (hH.eigenvalues a) =
      ∑ n ∈ Finset.range N,
        c n * ((moment H (n + 1) + moment H ((n : ℤ) - 1).natAbs) / 2) := by
  -- multiplication by the energy shifts the Chebyshev index up and down by one
  have key : ∀ (n : ℕ) (x : ℝ), x * (Polynomial.Chebyshev.T ℝ (n : ℤ)).eval x =
      ((Polynomial.Chebyshev.T ℝ ((n + 1 : ℕ) : ℤ)).eval x +
        (Polynomial.Chebyshev.T ℝ (((n : ℤ) - 1).natAbs : ℤ)).eval x) / 2 := by
    intro n x
    have h := congrArg (eval x) (Polynomial.Chebyshev.T_add_one ℝ (n : ℤ))
    simp only [eval_sub, eval_mul, eval_X, eval_ofNat] at h
    rw [T_index_abs, Nat.cast_add, Nat.cast_one]
    linarith
  simp only [moment_eq_sum hH, chebSum, Polynomial.eval_finsetSum, eval_mul, eval_C,
    ← Finset.sum_add_distrib, Finset.sum_div, Finset.mul_sum]
  rw [Finset.sum_comm]
  refine Finset.sum_congr rfl fun n _ => Finset.sum_congr rfl fun a _ => ?_
  rw [← key n]
  ring
```

The band energy is

Σ_a E_a p(E_a) = Σ_(n<N) c_n (m_(n+1) + m_|n−1|)/2.

Rearranging the Chebyshev recursion gives

x T_n(x) = (T_(n+1)(x) + T_|n−1|(x))/2.

At n = 0 this reads x = (x + x)/2. Setting x = E_a, multiplying by c_n and summing over a and n gives the result. In Lean, `key` is the rearranged recursion, obtained from `T_add_one` by `linarith`; the remaining lines exchange the sums and compare them term by term. For N ≥ 1 the highest moment needed is m_N, one order above what the electron number uses.

For non-interacting electrons with a fixed H, a search for the chemical potential can therefore reuse the same moments and change only the coefficients. In a self-consistent calculation, each new H needs new moments.

## Higher moments from products of lower-order matrices

```lean
/-- Moment doubling: the moment of order `j + k` follows from the trace of the product
`T_j(H) T_k(H)` and the moment of order `|j - k|`. -/
theorem moment_add (H : Matrix ι ι ℂ) (j k : ℕ) :
    moment H (j + k) =
      2 * (aeval H (Polynomial.Chebyshev.T ℝ (j : ℤ)) *
        aeval H (Polynomial.Chebyshev.T ℝ (k : ℤ))).trace.re
      - moment H ((j : ℤ) - k).natAbs := by
  have h0 : Polynomial.Chebyshev.T ℝ (j : ℤ) * Polynomial.Chebyshev.T ℝ (k : ℤ) +
      Polynomial.Chebyshev.T ℝ (j : ℤ) * Polynomial.Chebyshev.T ℝ (k : ℤ) =
      Polynomial.Chebyshev.T ℝ ((j : ℤ) + k) + Polynomial.Chebyshev.T ℝ ((j : ℤ) - k) := by
    rw [← Polynomial.Chebyshev.T_mul_T]
    ring
  have h := congrArg (fun p : ℝ[X] => (aeval H p).trace.re) h0
  simp only [map_add, map_mul, Matrix.trace_add, Complex.add_re] at h
  simp only [moment, T_index_abs, Nat.cast_add]
  linarith
```

The theorem states

m_(j+k) = 2 Re Tr(T_j(H) T_k(H)) − m_|j−k|.

It follows from the product rule

2 T_j(x) T_k(x) = T_(j+k)(x) + T_(j−k)(x)

by inserting H, taking the trace and then its real part. In the proof, `h0` is the product rule, `h` is its traced form, and `linarith` solves for m_(j+k). No Hermiticity is assumed. With the matrices T_n(H) available up to order M, the formula reaches moments up to order 2M.

## Error bounds for Fermi occupations

```lean
/-- Let the Hermitian `H` have its spectrum in `[-1, 1]`, and let `∑ c_n T_n` approximate the
Fermi function at chemical potential `μ` within `ε` on that interval. Then the electron number
and the band energy computed from the moments are each in error by at most `ε` times the
dimension. -/
theorem fermi_error {H : Matrix ι ι ℂ} (hH : H.IsHermitian) (N : ℕ) (c : ℕ → ℝ)
    (β μ ε : ℝ) (hspec : ∀ a, |hH.eigenvalues a| ≤ 1)
    (hc : ∀ x : ℝ, |x| ≤ 1 → |fermi β μ x - (chebSum N c).eval x| ≤ ε) :
    |∑ a, fermi β μ (hH.eigenvalues a) - ∑ n ∈ Finset.range N, c n * moment H n|
        ≤ Fintype.card ι * ε ∧
    |∑ a, hH.eigenvalues a * fermi β μ (hH.eigenvalues a) -
        ∑ n ∈ Finset.range N,
          c n * ((moment H (n + 1) + moment H ((n : ℤ) - 1).natAbs) / 2)|
        ≤ Fintype.card ι * ε := by
  -- an error of at most `ε` per level adds up to at most `ε` times the number of levels
  have bound : ∀ g : ι → ℝ, (∀ a, |g a| ≤ ε) → |∑ a, g a| ≤ Fintype.card ι * ε := by
    intro g hg
    calc |∑ a, g a| ≤ ∑ a, |g a| := Finset.abs_sum_le_sum_abs _ _
      _ ≤ ∑ _a : ι, ε := Finset.sum_le_sum fun a _ => hg a
      _ = Fintype.card ι * ε := by
        rw [Finset.sum_const, Finset.card_univ, nsmul_eq_mul]
  constructor
  · rw [← electron_number hH, ← Finset.sum_sub_distrib]
    exact bound _ fun a => hc _ (hspec a)
  · rw [← band_energy hH, ← Finset.sum_sub_distrib]
    refine bound _ fun a => ?_
    rw [← mul_sub, abs_mul]
    exact (mul_le_of_le_one_left (abs_nonneg _) (hspec a)).trans (hc _ (hspec a))

end

end ChebyshevMoments
```

There are two further hypotheses. `hspec` places every eigenvalue in [−1, 1], which in practice is arranged by shifting and rescaling H. `hc` says that the expansion approximates the Fermi function within ε on the whole of that interval. The accuracy is assumed here; the theorem neither constructs the coefficients nor says how large N must be for given β and ε.

With d the dimension, the conclusions are

|Σ_a f(E_a) − Σ_(n<N) c_n m_n| ≤ d ε,

|Σ_a E_a f(E_a) − Σ_(n<N) c_n (m_(n+1) + m_|n−1|)/2| ≤ d ε.

By `electron_number` and `band_energy`, the moment sums can be written as sums over eigenvalues. The first difference then equals Σ_a [f(E_a) − p(E_a)]. Each term is at most ε in size, and there are d of them. In the second, each term carries an extra factor E_a, with |E_a| ≤ 1, so the same bound holds. The local statement `bound` is the triangle inequality over the levels, and `mul_le_of_le_one_left` deals with the factor |E_a|.

The energy bound is for the matrix H that appears in the theorem. If the original Hamiltonian is sH + b·1 with s > 0, its band energy is s times that of H plus b times the electron number, so the error after converting back is at most (s + |b|) d ε. Both bounds take the moments as exact, so rounding, sparse truncation or stochastic estimation of the traces would bring errors of their own.

```lean
#print axioms ChebyshevMoments.band_energy
-- 'ChebyshevMoments.band_energy' depends on axioms: [propext, Classical.choice, Quot.sound]
#print axioms ChebyshevMoments.moment_add
-- 'ChebyshevMoments.moment_add' depends on axioms: [propext, Classical.choice, Quot.sound]
#print axioms ChebyshevMoments.fermi_error
-- 'ChebyshevMoments.fermi_error' depends on axioms: [propext, Classical.choice, Quot.sound]
```
